# Screw and glide components are lattice vectors divided by the order of the linear part

Suppose that a crystal structure is listed with a quarter turn about the third cell edge, combined with a shift of 0.3 of that edge. Four applications undo the turn and leave a shift of 1.2 edges. Removing one lattice translation leaves 0.2, which must then also be a symmetry. The crystal would repeat after a fifth of the edge, although its lattice was declared to contain only integer vectors. The operation and the lattice contradict each other.

The condition that prevents this concerns an operation $x\mapsto Rx+t$ with $R^m=1$ and $m\ge 1$. Let $P$ be the average of $1,R,\dots,R^{m-1}$. Then $Pt$ is fixed by $R$, and the $m$-th power of the operation is the translation by an integer vector $\ell$ exactly when $Pt=\ell/m$. In simulation and electronic-structure codes that exploit crystal symmetry, this can serve as a consistency check on a single operation, written in the basis of a primitive cell and evaluated in exact arithmetic; it does not test whether a list of operations forms a group.

## Operations on fractional coordinates

Points are real vectors of fractional coordinates, indexed by a finite type `n`, so the dimension is arbitrary.

```lean
import Mathlib

open Matrix

namespace ScrewAxis

noncomputable section

variable {n : Type*} [Fintype n] [DecidableEq n]
```

The operation $S=(R,t)$ applies the linear part first and the translation second:
$$S(x)=Rx+t .$$

```lean
/-- The operation `(R, t)` acting on a point: `x ↦ R x + t`. -/
def seitz (R : Matrix n n ℝ) (t x : n → ℝ) : n → ℝ := R *ᵥ x + t
```

In Lean, `*ᵥ` is the matrix–vector product. The matrix $R$ is only required to be real. A space-group operation also preserves distances and maps the lattice to itself, but the argument uses neither property.

The lattice vectors are the vectors with integer coordinates.

```lean
/-- The lattice vector with integer fractional coordinates `z`. -/
def latticeVec {n : Type*} (z : n → ℤ) : n → ℝ := fun i => (z i : ℝ)
```

This fixes a primitive cell. In a conventional centred cell some lattice vectors have non-integer coordinates, and the statements below about lattice vectors cover all of them only after a change to a primitive basis.

## Repeating the operation

Write
$$C_k=1+R+\dots+R^{k-1},\qquad C_0=0 .$$

```lean
/-- The sum `1 + R + ⋯ + R^(m-1)` of the first `m` powers of `R`. -/
def cycleSum (R : Matrix n n ℝ) (m : ℕ) : Matrix n n ℝ :=
  ∑ k ∈ Finset.range m, R ^ k
```

The average is $P=C_m/m$.

```lean
/-- The average `P` of the first `m` powers of `R`, for `m ≥ 1`. -/
def cycleAverage (R : Matrix n n ℝ) (m : ℕ) : Matrix n n ℝ :=
  (m : ℝ)⁻¹ • cycleSum R m
```

Splitting the zeroth power off $C_{k+1}$ leaves $R+R^2+\dots+R^k=RC_k$, so
$$C_{k+1}=RC_k+1 .$$

```lean
/-- The power sum grows by one term when it is multiplied by `R` and the identity is added. -/
theorem cycleSum_succ (R : Matrix n n ℝ) (k : ℕ) :
    cycleSum R (k + 1) = R * cycleSum R k + 1 := by
  unfold cycleSum
  rw [Finset.sum_range_succ', Finset.mul_sum]
  simp only [pow_succ', pow_zero]
```

Now assume $S^k(x)=R^kx+C_kt$, which holds for $k=0$. One more application gives
$$S^{k+1}(x)=R(R^kx+C_kt)+t=R^{k+1}x+(RC_k+1)t=R^{k+1}x+C_{k+1}t .$$

```lean
/-- Repeating `(R, t)` `k` times gives the linear part `R^k` and the translation
`(1 + R + ⋯ + R^(k-1)) t`. -/
theorem seitz_iterate (R : Matrix n n ℝ) (t x : n → ℝ) (k : ℕ) :
    (seitz R t)^[k] x = R ^ k *ᵥ x + cycleSum R k *ᵥ t := by
  induction k with
  | zero => simp [cycleSum]
  | succ k ih =>
    rw [Function.iterate_succ_apply', ih, cycleSum_succ, pow_succ']
    simp only [seitz, Matrix.mulVec_add, Matrix.add_mulVec, Matrix.one_mulVec,
      Matrix.mulVec_mulVec]
    rw [add_assoc]
```

The notation `(seitz R t)^[k]` means $k$ successive applications. The Lean induction follows the same lines: it unfolds the last application, inserts the induction hypothesis and uses `cycleSum_succ`.

## The part of the translation that survives

If $R^m=1$, then $C_{m+1}$ can be written in two ways:
$$RC_m+1=C_{m+1}=C_m+R^m=C_m+1 .$$
Cancelling the identity gives $RC_m=C_m$.

```lean
/-- If `R^m = 1`, the sum of the first `m` powers is unchanged by multiplication by `R`. -/
theorem mul_cycleSum {R : Matrix n n ℝ} {m : ℕ} (hR : R ^ m = 1) :
    R * cycleSum R m = cycleSum R m := by
  have h1 := cycleSum_succ R m
  have h2 : cycleSum R (m + 1) = cycleSum R m + 1 := by
    simp only [cycleSum, Finset.sum_range_succ, hR]
  exact add_right_cancel (h1.symm.trans h2)
```

Dividing by $m$ and applying both sides to $t$ gives $R(Pt)=Pt$. For a rotation in three dimensions $Pt$ therefore lies along the axis, and for a mirror it lies in the plane. Moreover,
$$S^m(x)=R^mx+C_mt=x+m\,Pt ,$$
and this equals $x+\ell$ for every $x$ exactly when $Pt=\ell/m$.

```lean
/-- If `R^m = 1` with `m ≥ 1`, the component `P t` is fixed by `R`, and the `m`-th power of `(R, t)`
is the translation by the lattice vector `ℓ` exactly when `P t = ℓ / m`. -/
theorem screw_quantisation {R : Matrix n n ℝ} {m : ℕ} (hm : 0 < m) (hR : R ^ m = 1)
    (t : n → ℝ) (l : n → ℤ) :
    R *ᵥ (cycleAverage R m *ᵥ t) = cycleAverage R m *ᵥ t ∧
    ((∀ x, (seitz R t)^[m] x = x + latticeVec l) ↔
      cycleAverage R m *ᵥ t = (m : ℝ)⁻¹ • latticeVec l) := by
  have hm0 : (m : ℝ) ≠ 0 := by exact_mod_cast hm.ne'
  refine ⟨?_, ?_, ?_⟩
  · rw [Matrix.mulVec_mulVec, cycleAverage, Matrix.mul_smul, mul_cycleSum hR]
  · intro h
    -- compare the images of the origin
    have h0 := h 0
    rw [seitz_iterate, hR, Matrix.one_mulVec] at h0
    rw [cycleAverage, Matrix.smul_mulVec, add_left_cancel h0]
  · intro h x
    rw [cycleAverage, Matrix.smul_mulVec] at h
    have h1 : cycleSum R m *ᵥ t = latticeVec l := by
      simpa only [smul_inv_smul₀ hm0] using congrArg (fun v => (m : ℝ) • v) h
    rw [seitz_iterate, hR, Matrix.one_mulVec, h1]
```

The hypothesis `hm` says $m\ge1$, and `hR` says $R^m=1$; $m$ may be any such exponent, not only the smallest. The conclusion joins the invariance of $Pt$ to the equivalence. For the forward direction the proof compares the images of the origin, and for the converse it multiplies by $m$ to recover $C_mt=\ell$.

That the $m$-th power is a lattice translation is one side of the equivalence and is not derived. It holds in a space group whose pure translations are exactly the integer vectors, because $S^m$ belongs to the group and has linear part $1$.

Without $R^m=1$ both conclusions can fail. In one dimension take $R=-1$, $m=1$, $t=1$ and $\ell=1$. Then $Pt=1=\ell/m$, but $R$ sends $Pt$ to $-1$, and $S(x)=1-x$ is an inversion, not a translation.

## Fractions of the repeat along a screw axis

For a screw axis, let $a$ be a shortest nonzero lattice vector along the axis, so that every lattice vector fixed by $R$ is an integer multiple of $a$. If $S^m$ is the translation by $\ell$, then $\ell=C_mt$, and hence
$$R\ell=RC_mt=C_mt=\ell .$$
So $\ell=pa$ for some integer $p$, and
$$Pt=\frac{p}{m}\,a .$$

```lean
/-- Suppose `R^m = 1`. If every lattice vector fixed by `R` is an integer multiple of `a`, and the
`m`-th power of `(R, t)` is a lattice translation, then `P t` is `p / m` times `a` for an integer
`p`. -/
theorem screw_component_along_axis {R : Matrix n n ℝ} {m : ℕ} (hR : R ^ m = 1)
    (t : n → ℝ) (l a : n → ℤ)
    (ha : ∀ z : n → ℤ, R *ᵥ latticeVec z = latticeVec z → ∃ p : ℤ, z = p • a)
    (h : ∀ x, (seitz R t)^[m] x = x + latticeVec l) :
    ∃ p : ℤ, cycleAverage R m *ᵥ t = ((p : ℝ) / m) • latticeVec a := by
  have h0 := h 0
  rw [seitz_iterate, hR, Matrix.one_mulVec] at h0
  have h1 := add_left_cancel h0
  -- the total translation is itself fixed by `R`
  obtain ⟨p, hp⟩ := ha l (by rw [← h1, Matrix.mulVec_mulVec, mul_cycleSum hR])
  refine ⟨p, ?_⟩
  rw [cycleAverage, Matrix.smul_mulVec, h1, hp]
  ext i
  simp only [latticeVec, Pi.smul_apply, smul_eq_mul, Int.cast_mul]
  ring
```

The hypothesis `ha` expresses the condition on $a$. It suits nontrivial rotations in three dimensions, whose fixed lattice vectors lie on one line; a mirror in three dimensions fixes a whole plane of them and is treated separately below. The proof applies `ha` to $\ell$ and then compares components.

## The choice of origin

The rest of $t$ only records where the axis or plane lies. If the origin moves to $s$, a point with new coordinates $x$ has old coordinates $x+s$, and the operation becomes
$$S(x+s)-s=Rx+\bigl(t+Rs-s\bigr).$$
The translation reduces to $Pt$ if $s-Rs=t-Pt$. To solve this, note that the sum telescopes, $C_k-RC_k=1-R^k$. Summing over $k=0,\dots,m-1$ gives
$$(1-R)\sum_{k=0}^{m-1}C_k=m\,1-C_m .$$
Dividing by $m$ and applying the result to $t$ shows that
$$s=\frac1m\sum_{k=0}^{m-1}C_kt$$
is a solution.

```lean
/-- For a suitable new origin `s`, the operation `(R, t)` takes the form `(R, P t)`. -/
theorem exists_origin (R : Matrix n n ℝ) {m : ℕ} (hm : 0 < m) (t : n → ℝ) :
    ∃ s : n → ℝ, ∀ x, seitz R t (x + s) - s = seitz R (cycleAverage R m *ᵥ t) x := by
  have hm0 : (m : ℝ) ≠ 0 := by exact_mod_cast hm.ne'
  have hk : ∀ k, cycleSum R k - R * cycleSum R k = 1 - R ^ k := by
    intro k
    have h1 := cycleSum_succ R k
    have h2 : cycleSum R (k + 1) = cycleSum R k + R ^ k := by
      simp only [cycleSum, Finset.sum_range_succ]
    rw [h2] at h1
    rw [sub_eq_sub_iff_add_eq_add, h1, add_comm]
  -- summing `hk` over `k` gives `(1 - R) ∑ C_k = m - C_m`
  have hA : (∑ k ∈ Finset.range m, cycleSum R k) - R * ∑ k ∈ Finset.range m, cycleSum R k
      = (m : ℝ) • (1 : Matrix n n ℝ) - cycleSum R m := by
    rw [Finset.mul_sum, ← Finset.sum_sub_distrib, Finset.sum_congr rfl (fun k _ => hk k)]
    simp only [Finset.sum_sub_distrib, Finset.sum_const, Finset.card_range, cycleSum,
      Nat.cast_smul_eq_nsmul]
  obtain ⟨s, key⟩ : ∃ s : n → ℝ, s - R *ᵥ s = t - cycleAverage R m *ᵥ t := by
    refine ⟨(m : ℝ)⁻¹ • ((∑ k ∈ Finset.range m, cycleSum R k) *ᵥ t), ?_⟩
    rw [Matrix.mulVec_smul, Matrix.mulVec_mulVec, ← smul_sub, ← Matrix.sub_mulVec, hA,
      Matrix.sub_mulVec, Matrix.smul_mulVec, Matrix.one_mulVec, smul_sub,
      inv_smul_smul₀ hm0, cycleAverage, Matrix.smul_mulVec]
  refine ⟨s, fun x => ?_⟩
  simp only [seitz, Matrix.mulVec_add]
  linear_combination (norm := module) (-1 : ℝ) • key
```

The intermediate facts `hk`, `hA` and `key` are the telescoped identity, its sum and the equation for $s$. This theorem does not need $R^m=1$, although without that condition $Pt$ need not be fixed by $R$.

Conversely, suppose that a shift by $s$ turns $(R,t)$ into $(R,t')$. At $x=0$ this reads $t'=Rs+t-s$. Since $C_m$ commutes with $R$, the relation $RC_m=C_m$ also gives $PR=P$, and so
$$Pt'=PRs+Pt-Ps=Pt .$$

```lean
/-- If `R^m = 1` and a shift of origin by `s` turns `(R, t)` into `(R, t')`, then `P t' = P t`. -/
theorem origin_independent {R : Matrix n n ℝ} {m : ℕ} (hR : R ^ m = 1) (t t' s : n → ℝ)
    (hs : ∀ x, seitz R t (x + s) - s = seitz R t' x) :
    cycleAverage R m *ᵥ t' = cycleAverage R m *ᵥ t := by
  have hc : cycleSum R m * R = R * cycleSum R m := by
    simp only [cycleSum, Finset.sum_mul, Finset.mul_sum, ← pow_succ, ← pow_succ']
  have hP : cycleAverage R m * R = cycleAverage R m := by
    rw [cycleAverage, Matrix.smul_mul, hc, mul_cycleSum hR]
  have h0 := hs 0
  simp only [seitz, zero_add, Matrix.mulVec_zero] at h0
  rw [← h0, Matrix.mulVec_sub, Matrix.mulVec_add, Matrix.mulVec_mulVec, hP,
    add_sub_cancel_left]
```

The component $Pt$ thus belongs to the operation itself and not to the choice of origin. In the proof, `hP` is the identity $PR=P$.

## A fourfold screw away from the origin

In a tetragonal cell, with perpendicular edges of which the first two are equal, the quarter turn about the third axis sends $(x_0,x_1,x_2)$ to $(-x_1,x_0,x_2)$, with components numbered from zero as in Lean.

```lean
/-- The rotation by a quarter turn about the third axis. -/
def fourfold : Matrix (Fin 3) (Fin 3) ℝ := !![0, -1, 0; 1, 0, 0; 0, 0, 1]
```

Its four powers add up to $C_4=\mathrm{diag}(0,0,4)$, so $P=\mathrm{diag}(0,0,1)$. For $t=(\tfrac12,0,\tfrac14)$ this gives
$$Pt=(0,0,\tfrac14),\qquad S^4(x)=x+(0,0,1).$$
An integer vector $z$ fixed by the turn satisfies $-z_1=z_0$ and $z_0=z_1$, hence $z_0=z_1=0$, and $z$ is a multiple of $a=(0,0,1)$. The screw advances by a quarter of the repeat. The in-plane part of $t$ places its axis through $(\tfrac14,\tfrac14)$ in the first two coordinates.

```lean
/-- The fourth power of the quarter turn is the identity. With `t = (1/2, 0, 1/4)`, the fourth power
of the operation is the translation by `(0, 0, 1)`, and `P t = (0, 0, 1/4)`. Every lattice vector
fixed by the turn is an integer multiple of `(0, 0, 1)`. -/
theorem fourfold_screw_witness :
    fourfold ^ 4 = 1 ∧
    (∀ x, (seitz fourfold ![1/2, 0, 1/4])^[4] x = x + latticeVec ![0, 0, 1]) ∧
    cycleAverage fourfold 4 *ᵥ ![1/2, 0, 1/4] = ![0, 0, 1/4] ∧
    (∀ z : Fin 3 → ℤ, fourfold *ᵥ latticeVec z = latticeVec z →
      ∃ p : ℤ, z = p • ![0, 0, 1]) := by
  have hR : fourfold ^ 4 = 1 := by
    ext i j
    fin_cases i <;> fin_cases j <;>
      simp [fourfold, pow_succ, Matrix.mul_apply, Fin.sum_univ_three]
  have hS : cycleSum fourfold 4 = !![0, 0, 0; 0, 0, 0; 0, 0, 4] := by
    ext i j
    fin_cases i <;> fin_cases j <;>
      simp [cycleSum, Finset.sum_range_succ, fourfold, pow_succ]
    norm_num
  have hP : cycleAverage fourfold 4 *ᵥ ![1/2, 0, 1/4] = ![0, 0, 1/4] := by
    rw [cycleAverage, Matrix.smul_mulVec, hS]
    ext i
    fin_cases i <;> simp
  refine ⟨hR, ?_, hP, ?_⟩
  · refine (screw_quantisation (by norm_num) hR _ _).2.2 ?_
    rw [hP]
    ext i
    fin_cases i <;> simp [latticeVec]
  · intro z hz
    have h0 := congrFun hz 0
    have h1 := congrFun hz 1
    simp [fourfold, latticeVec, Matrix.mulVec, dotProduct, Fin.sum_univ_three,
      -Int.cast_inj] at h0 h1
    have e0 : z 0 = 0 := by
      have : (z 0 : ℝ) = 0 := by linarith
      exact_mod_cast this
    have e1 : z 1 = 0 := by
      have : (z 1 : ℝ) = 0 := by linarith
      exact_mod_cast this
    refine ⟨z 2, ?_⟩
    ext i
    fin_cases i <;> simp [e0, e1]
```

The four conjuncts show that this operation satisfies the hypotheses of both the general theorem and the screw-axis theorem. The matrix identities are checked entry by entry. The statement about the fourth power then follows from the converse direction of `screw_quantisation`.

## Glide components in a mirror plane

In a cell whose third edge is perpendicular to the other two, the mirror parallel to those two edges reverses the third coordinate.

```lean
/-- The mirror reflection that reverses the third coordinate. -/
def mirror : Matrix (Fin 3) (Fin 3) ℝ := !![1, 0, 0; 0, 1, 0; 0, 0, -1]
```

Applying it twice with translation $t=(t_0,t_1,t_2)$ doubles the in-plane components and cancels the normal one:
$$S^2(x)=x+(2t_0,2t_1,0).$$
This is a lattice translation exactly when $2t_0=p$ and $2t_1=q$ for integers $p$ and $q$. The normal component $t_2$ is free; it only moves the plane to height $t_2/2$.

```lean
/-- The mirror that reverses the third coordinate, combined with a translation `t`, squares to a
lattice translation exactly when both in-plane components of `t` are integer multiples of one half.
-/
theorem glide_quantisation (t : Fin 3 → ℝ) :
    (∃ l : Fin 3 → ℤ, ∀ x, (seitz mirror t)^[2] x = x + latticeVec l) ↔
      ∃ p q : ℤ, t 0 = p / 2 ∧ t 1 = q / 2 := by
  have hit : ∀ x, (seitz mirror t)^[2] x = x + ![2 * t 0, 2 * t 1, 0] := by
    intro x
    change seitz mirror t (seitz mirror t x) = _
    ext i
    fin_cases i <;>
      simp [seitz, mirror, dotProduct, Fin.sum_univ_three,
        Matrix.vecHead, Matrix.vecTail] <;> ring
  constructor
  · rintro ⟨l, h⟩
    have e := h 0
    rw [hit] at e
    have e' := add_left_cancel e
    have a0 := congrFun e' 0
    have a1 := congrFun e' 1
    simp [latticeVec] at a0 a1
    exact ⟨l 0, l 1, by linarith, by linarith⟩
  · rintro ⟨p, q, hp, hq⟩
    refine ⟨![p, q, 0], fun x => ?_⟩
    rw [hit]
    congr 1
    ext i
    fin_cases i <;> simp [latticeVec, hp, hq] <;> ring

end

end ScrewAxis
```

The fact `hit` is the formula for $S^2$, computed directly from two applications. One direction reads $p$ and $q$ off the lattice vector, and the other supplies the lattice vector $(p,q,0)$. Because lattice vectors are integer here, the half-integer rule does not cover diamond glides, whose quarter components refer to the axes of a centred cell.

```lean
#print axioms ScrewAxis.screw_quantisation
#print axioms ScrewAxis.screw_component_along_axis
#print axioms ScrewAxis.origin_independent
#print axioms ScrewAxis.glide_quantisation
```

```
'ScrewAxis.screw_quantisation' depends on axioms: [propext, Classical.choice, Quot.sound]
'ScrewAxis.screw_component_along_axis' depends on axioms: [propext, Classical.choice, Quot.sound]
'ScrewAxis.origin_independent' depends on axioms: [propext, Classical.choice, Quot.sound]
'ScrewAxis.glide_quantisation' depends on axioms: [propext, Classical.choice, Quot.sound]
```
